# Third energy derivative of a differentiable eigenstate from its first-order response

Q: In a fixed, finite orthonormal basis I solve one linear equation for the response w of a normalized, nondegenerate state ψ to a static field F, with w chosen orthogonal to ψ. I then evaluate the hyperpolarizability as

β = 6⟨w, (μ − ⟨μ⟩)w⟩,

where μ is the dipole matrix along the field and ⟨μ⟩ its expectation value in ψ. The second-order wavefunction never appears. Why is that allowed?

A: Here H(F) = H₀ − Fμ and β = −E''', so the question is about the third derivative of an eigenvalue. Let H, E and the unit vector ψ depend on a real parameter t, with primes for t-derivatives, and put K = H − E. Differentiating Kψ = 0 three times gives

K'ψ + Kψ' = 0

K''ψ + 2K'ψ' + Kψ'' = 0

K'''ψ + 3K''ψ' + 3K'ψ'' + Kψ''' = 0.

Project the last equation on ψ. The ψ''' term vanishes because K is Hermitian and Kψ = 0. For the ψ'' term, use the first equation and then the second:

⟨ψ, K'ψ''⟩ = ⟨K'ψ, ψ''⟩ = −⟨Kψ', ψ''⟩ = −⟨ψ', Kψ''⟩ = ⟨ψ', K''ψ⟩ + 2⟨ψ', K'ψ'⟩.

What remains contains only ψ and ψ':

⟨ψ, K'''ψ⟩ + 3(⟨ψ, K''ψ'⟩ + ⟨ψ', K''ψ⟩) + 6⟨ψ', K'ψ'⟩ = 0.

Q: But ψ' depends on an arbitrary phase.

A: Write ψ' = u + cψ with c = ⟨ψ, ψ'⟩, so that ⟨ψ, u⟩ = 0. Differentiating ⟨ψ, ψ⟩ = 1 gives c̄ = −c. The bracket becomes

2 Re⟨u, K''ψ⟩ + (c + c̄)⟨ψ, K''ψ⟩ = 2 Re⟨u, H''ψ⟩,

because c + c̄ = 0 and u is orthogonal to ψ. In the last term, ⟨ψ, K'ψ⟩ = −⟨ψ, Kψ'⟩ = 0. Also K'ψ = −Ku, so ⟨u, K'ψ⟩ = −⟨u, Ku⟩ is real and equals ⟨ψ, K'u⟩. Hence

⟨ψ', K'ψ'⟩ = ⟨u, K'u⟩ + (c + c̄)⟨u, K'ψ⟩ = ⟨u, K'u⟩.

With ⟨ψ, K'''ψ⟩ = ⟨ψ, H'''ψ⟩ − E''', the result is

E''' = ⟨ψ, H'''ψ⟩ + 6 Re⟨u, H''ψ⟩ + 6⟨u, (H' − E')u⟩.

This is the n = 1 case of the 2n+1 rule: first-order wavefunction, third-order energy.

Q: Which physical objects does the Lean version start from?

A: A complex inner product space `V`, bounded operators `H t` on it, vectors `ψ t` and real energies `E t`. The letter `D` is the derivative with respect to the real parameter, not a density matrix.

```lean
import Mathlib

open Set
open scoped InnerProductSpace ContDiff

namespace ThirdEigenvalueDerivative

noncomputable section

local notation "D" => deriv (𝕜 := ℝ)

variable {V : Type*} [NormedAddCommGroup V] [InnerProductSpace ℂ V]
variable {a b t : ℝ} {H : ℝ → V →L[ℂ] V} {ψ : ℝ → V} {E : ℝ → ℝ}
```

Differentiability is required at every order used, at each point of an open interval. For `H` it is meant in operator norm. In the code the letter `F` is the space in which a function takes its values, not the electric field.

```lean
/-- The function `f` is three times differentiable on the open interval `(a, b)`. -/
def ThriceDifferentiable {F : Type*} [NormedAddCommGroup F] [NormedSpace ℝ F]
    (a b : ℝ) (f : ℝ → F) : Prop :=
  ∀ t ∈ Ioo a b, DifferentiableAt ℝ f t ∧ DifferentiableAt ℝ (D f) t ∧
    DifferentiableAt ℝ (D (D f)) t
```

Hermiticity is the usual relation for moving an operator across the inner product, which is conjugate-linear in its first slot.

```lean
/-- A bounded operator is Hermitian if it can be moved across the inner product. -/
def Hermitian (A : V →L[ℂ] V) : Prop := ∀ x y, ⟪A x, y⟫_ℂ = ⟪x, A y⟫_ℂ
```

The K of the derivation is `shift (H t) (E t)`, and K' is `shift (D H t) (D E t)`.

```lean
/-- The operator `A - e`, for a real number `e`. -/
def shift (A : V →L[ℂ] V) (e : ℝ) : V →L[ℂ] V := A - (e : ℂ) • ContinuousLinearMap.id ℂ V
```

Q: And where is the physics assumed?

A: In the next structure. It postulates a differentiable branch of normalized eigenstates, meaning that one state can be followed smoothly as the field changes. For a finite Hermitian matrix linear in t, perturbation theory supplies such a branch near a nondegenerate level.

```lean
/-- A three times differentiable family of Hermitian operators `H`, unit vectors `ψ` and
real energies `E` with `H ψ = E ψ` on the interval `(a, b)`. -/
structure EigenBranch (a b : ℝ) (H : ℝ → V →L[ℂ] V) (ψ : ℝ → V) (E : ℝ → ℝ) : Prop where
  diffH : ThriceDifferentiable a b H
  diffψ : ThriceDifferentiable a b ψ
  diffE : ThriceDifferentiable a b E
  herm : ∀ t ∈ Ioo a b, Hermitian (H t)
  unit : ∀ t ∈ Ioo a b, ‖ψ t‖ = 1
  eigen : ∀ t ∈ Ioo a b, H t (ψ t) = (E t : ℂ) • ψ t
```

The vector u is `response ψ t`.

```lean
/-- The first-order response: the part of `ψ'` left after removing `⟨ψ, ψ'⟩ ψ`. -/
def response (ψ : ℝ → V) (t : ℝ) : V := D ψ t - ⟪ψ t, D ψ t⟫_ℂ • ψ t
```

Q: How does the proof differentiate an equation?

A: An expression that is zero throughout the interval agrees with the zero function near t, so uniqueness of the derivative makes its derivative zero.

```lean
/-- A quantity that vanishes throughout an open interval has zero derivative there. -/
theorem eq_zero_of_hasDerivAt {F : Type*} [NormedAddCommGroup F] [NormedSpace ℝ F]
    {f : ℝ → F} {f' : F} (ht : t ∈ Ioo a b) (hf : HasDerivAt f f' t)
    (h0 : ∀ s ∈ Ioo a b, f s = 0) : f' = 0 := by
  refine hf.unique ((hasDerivAt_const t (0 : F)).congr_of_eventuallyEq ?_)
  filter_upwards [Ioo_mem_nhds ht.1 ht.2] with s hs using h0 s hs
```

The product rule then gives (Kφ)' = K'φ + Kφ'.

```lean
/-- Product rule for `(A - e) φ` with differentiable operator, energy and vector. -/
theorem hasDerivAt_shift_apply {A : ℝ → V →L[ℂ] V} {e : ℝ → ℝ} {φ : ℝ → V}
    (hA : DifferentiableAt ℝ A t) (he : DifferentiableAt ℝ e t)
    (hφ : DifferentiableAt ℝ φ t) :
    HasDerivAt (fun s => shift (A s) (e s) (φ s))
      (shift (D A t) (D e t) (φ t) + shift (A t) (e t) (D φ t)) t := by
  have h1 := ((ContinuousLinearMap.restrictScalarsL ℂ V V ℝ ℝ).hasFDerivAt.comp_hasDerivAt t
    hA.hasDerivAt).clm_apply hφ.hasDerivAt
  have h2 := he.hasDerivAt.ofReal_comp.smul hφ.hasDerivAt
  refine (h1.sub h2).congr_deriv ?_
  change (D A t (φ t) + A t (D φ t)) - ((e t : ℂ) • D φ t + ((D e t : ℝ) : ℂ) • φ t) =
    (D A t (φ t) - ((D e t : ℝ) : ℂ) • φ t) + (A t (D φ t) - (e t : ℂ) • D φ t)
  abel
```

Q: You also moved K' across the inner product. Who says it is Hermitian?

A: For fixed x and y, differentiate ⟨Kx, y⟩ − ⟨x, Ky⟩ = 0. The local claim `step` does this once for K' and again for K''.

```lean
/-- Along an eigenbranch `H - E` and its first two derivatives are Hermitian. -/
theorem hermitian_shift (h : EigenBranch a b H ψ E) (ht : t ∈ Ioo a b) :
    Hermitian (shift (H t) (E t)) ∧ Hermitian (shift (D H t) (D E t)) ∧
      Hermitian (shift (D (D H) t) (D (D E) t)) := by
  have step : ∀ (A : ℝ → V →L[ℂ] V) (e : ℝ → ℝ),
      (∀ s ∈ Ioo a b, DifferentiableAt ℝ A s ∧ DifferentiableAt ℝ e s) →
      (∀ s ∈ Ioo a b, Hermitian (shift (A s) (e s))) →
      ∀ s ∈ Ioo a b, Hermitian (shift (D A s) (D e s)) := by
    intro A e hd hs s hs' x y
    have hc := fun z : V => hasDerivAt_shift_apply (hd s hs').1 (hd s hs').2
      (differentiableAt_const z)
    have key := eq_zero_of_hasDerivAt hs'
      (((hc x).inner ℂ (hasDerivAt_const s y)).sub ((hasDerivAt_const s x).inner ℂ (hc y)))
      (fun r hr => sub_eq_zero.2 (hs r hr x y))
    simpa [sub_eq_zero] using key
  have s0 : ∀ s ∈ Ioo a b, Hermitian (shift (H s) (E s)) := by
    intro s hs x y
    change ⟪H s x - (E s : ℂ) • x, y⟫_ℂ = ⟪x, H s y - (E s : ℂ) • y⟫_ℂ
    rw [inner_sub_left, inner_sub_right, inner_smul_left, inner_smul_right,
      Complex.conj_ofReal, h.herm s hs x y]
  have s1 := step H E (fun s hs => ⟨(h.diffH s hs).1, (h.diffE s hs).1⟩) s0
  exact ⟨s0 t ht, s1 t ht,
    step _ _ (fun s hs => ⟨(h.diffH s hs).2.1, (h.diffE s hs).2.1⟩) s1 t ht⟩
```

The same two tools produce the three response equations. The closing `linear_combination` calls collect equal terms into the coefficients 2 and 3.

```lean
/-- The eigenvalue equation of an eigenbranch, differentiated once, twice and three times. -/
theorem response_hierarchy (h : EigenBranch a b H ψ E) (ht : t ∈ Ioo a b) :
    shift (D H t) (D E t) (ψ t) + shift (H t) (E t) (D ψ t) = 0 ∧
    shift (D (D H) t) (D (D E) t) (ψ t) + (2 : ℂ) • shift (D H t) (D E t) (D ψ t)
      + shift (H t) (E t) (D (D ψ) t) = 0 ∧
    shift (D (D (D H)) t) (D (D (D E)) t) (ψ t)
      + (3 : ℂ) • shift (D (D H) t) (D (D E) t) (D ψ t)
      + (3 : ℂ) • shift (D H t) (D E t) (D (D ψ) t)
      + shift (H t) (E t) (D (D (D ψ)) t) = 0 := by
  have e1 := fun s (hs : s ∈ Ioo a b) => eq_zero_of_hasDerivAt hs
    (hasDerivAt_shift_apply (h.diffH s hs).1 (h.diffE s hs).1 (h.diffψ s hs).1)
    (fun r hr => by simp [shift, h.eigen r hr])
  have e2 := fun s (hs : s ∈ Ioo a b) => eq_zero_of_hasDerivAt hs
    ((hasDerivAt_shift_apply (h.diffH s hs).2.1 (h.diffE s hs).2.1 (h.diffψ s hs).1).add
      (hasDerivAt_shift_apply (h.diffH s hs).1 (h.diffE s hs).1 (h.diffψ s hs).2.1)) e1
  obtain ⟨⟨H0, H1, H2⟩, ⟨E0, E1, E2⟩, p0, p1, p2⟩ :=
    And.intro (h.diffH t ht) (And.intro (h.diffE t ht) (h.diffψ t ht))
  have m := hasDerivAt_shift_apply H1 E1 p1
  have e3 := eq_zero_of_hasDerivAt ht (((hasDerivAt_shift_apply H2 E2 p0).add m).add
    (m.add (hasDerivAt_shift_apply H0 E0 p2))) e2
  refine ⟨e1 t ht, ?_, ?_⟩
  · linear_combination (norm := module) e2 t ht
  · linear_combination (norm := module) e3
```

Next comes the projection. In the code, `a1` pairs the first equation with ψ'', `a2` pairs the second with ψ', and `a3` pairs the third with ψ. The combination `a3 + 3 * a2 - 3 * a1 + z` removes ψ'', while `z` removes ψ'''.

```lean
/-- Along an eigenbranch, the third-order equation projected on `ψ`, combined with the two
lower-order equations, gives a relation free of `ψ''` and `ψ'''`. -/
theorem third_order_projection (h : EigenBranch a b H ψ E) (ht : t ∈ Ioo a b) :
    ⟪ψ t, shift (D (D (D H)) t) (D (D (D E)) t) (ψ t)⟫_ℂ
      + 3 * (⟪ψ t, shift (D (D H) t) (D (D E) t) (D ψ t)⟫_ℂ
        + ⟪D ψ t, shift (D (D H) t) (D (D E) t) (ψ t)⟫_ℂ)
      + 6 * ⟪D ψ t, shift (D H t) (D E t) (D ψ t)⟫_ℂ = 0 := by
  obtain ⟨e1, e2, e3⟩ := response_hierarchy h ht
  obtain ⟨s0, s1, -⟩ := hermitian_shift h ht
  have a1 := congrArg (fun v => ⟪v, D (D ψ) t⟫_ℂ) e1
  have a2 := congrArg (fun v => ⟪D ψ t, v⟫_ℂ) e2
  have a3 := congrArg (fun v => ⟪ψ t, v⟫_ℂ) e3
  simp only [inner_add_left, inner_zero_left, s0 _ _, s1 _ _] at a1
  simp only [inner_add_right, inner_smul_right, inner_zero_right] at a2 a3
  have z := s0 (ψ t) (D (D (D ψ)) t)
  rw [show shift (H t) (E t) (ψ t) = 0 by simp [shift, h.eigen t ht], inner_zero_left] at z
  linear_combination a3 + 3 * a2 - 3 * a1 + z
```

Q: Is u really what my linear solver returns?

A: It satisfies the same equation, the Sternheimer equation (H − E)u = −(H' − E')ψ, and the same orthogonality condition. K annihilates cψ, so subtracting cψ from ψ' does not change the left-hand side.

```lean
/-- Along an eigenbranch, the first-order response `u` solves the Sternheimer equation
`(H - E) u = -(H' - E') ψ` and is orthogonal to `ψ`. -/
theorem response_sternheimer (h : EigenBranch a b H ψ E) (ht : t ∈ Ioo a b) :
    shift (H t) (E t) (response ψ t) = -shift (D H t) (D E t) (ψ t) ∧
      ⟪ψ t, response ψ t⟫_ℂ = 0 := by
  have e0 : shift (H t) (E t) (ψ t) = 0 := by simp [shift, h.eigen t ht]
  constructor
  · rw [response, map_sub, map_smul, e0, smul_zero, sub_zero]
    exact eq_neg_of_add_eq_zero_right (response_hierarchy h ht).1
  · rw [response, inner_sub_right, inner_smul_right, inner_self_eq_norm_sq_to_K, h.unit t ht]
    simp
```

The main theorem says that, at any t in the interval, the real number E''' equals the three-term expression above. In its proof `hc'` is c̄ = −c, `z1` and `z2` are the two facts about K', and `k2` and `k3` turn shifted operators back into H'' and H'''. Nondegeneracy is not assumed.

```lean
/-- Third eigenvalue derivative along an eigenbranch, from the first-order response `u`:
`E''' = ⟨ψ, H''' ψ⟩ + 6 Re ⟨u, H'' ψ⟩ + 6 ⟨u, (H' - E') u⟩`. -/
theorem third_derivative (h : EigenBranch a b H ψ E) (ht : t ∈ Ioo a b) :
    ((D (D (D E)) t : ℝ) : ℂ) = ⟪ψ t, D (D (D H)) t (ψ t)⟫_ℂ
      + 6 * ((⟪response ψ t, D (D H) t (ψ t)⟫_ℂ).re : ℂ)
      + 6 * ⟪response ψ t, shift (D H t) (D E t) (response ψ t)⟫_ℂ := by
  have raw := third_order_projection h ht
  obtain ⟨s0, s1, s2⟩ := hermitian_shift h ht
  obtain ⟨f, o⟩ := response_sternheimer h ht
  have hn : ∀ s ∈ Ioo a b, ⟪ψ s, ψ s⟫_ℂ = 1 := fun s hs => by
    simp [inner_self_eq_norm_sq_to_K, h.unit s hs]
  -- normalization makes the overlap of ψ with ψ' purely imaginary
  have dψ := (h.diffψ t ht).1.hasDerivAt
  have hc := eq_zero_of_hasDerivAt ht ((dψ.inner ℂ dψ).sub_const 1)
    (fun s hs => sub_eq_zero.2 (hn s hs))
  rw [← inner_conj_symm (D ψ t) (ψ t)] at hc
  have hp : D ψ t = response ψ t + ⟪ψ t, D ψ t⟫_ℂ • ψ t := by simp [response]
  generalize response ψ t = u at *
  generalize ⟪ψ t, D ψ t⟫_ℂ = c at *
  have hc' : (starRingEnd ℂ) c = -c := eq_neg_of_add_eq_zero_right hc
  have o' : ⟪u, ψ t⟫_ℂ = 0 := inner_eq_zero_symm.1 o
  have f1 : shift (D H t) (D E t) (ψ t) = -shift (H t) (E t) u := by rw [f, neg_neg]
  have z1 : ⟪ψ t, shift (D H t) (D E t) (ψ t)⟫_ℂ = 0 := by
    rw [f1, inner_neg_right, ← s0]
    simp [shift, h.eigen t ht]
  have z2 : ⟪ψ t, shift (D H t) (D E t) u⟫_ℂ = ⟪u, shift (D H t) (D E t) (ψ t)⟫_ℂ := by
    rw [← s1, f1, inner_neg_left, inner_neg_right, s0]
  have k3 : ⟪ψ t, shift (D (D (D H)) t) (D (D (D E)) t) (ψ t)⟫_ℂ
      = ⟪ψ t, D (D (D H)) t (ψ t)⟫_ℂ - ((D (D (D E)) t : ℝ) : ℂ) := by
    change ⟪ψ t, D (D (D H)) t (ψ t) - ((D (D (D E)) t : ℝ) : ℂ) • ψ t⟫_ℂ = _
    rw [inner_sub_right, inner_smul_right, hn t ht, mul_one]
  have k2 : ⟪u, shift (D (D H) t) (D (D E) t) (ψ t)⟫_ℂ = ⟪u, D (D H) t (ψ t)⟫_ℂ := by
    simp [shift, inner_sub_right, inner_smul_right, o']
  have hre := Complex.add_conj ⟪u, D (D H) t (ψ t)⟫_ℂ
  rw [← k2, inner_conj_symm, s2, k2] at hre
  push_cast at hre
  -- the component of ψ' along ψ cancels
  rw [hp] at raw
  simp only [map_add, map_smul, inner_add_left, inner_add_right, inner_smul_left,
    inner_smul_right, hc', z1, z2, k3, k2] at raw
  linear_combination (-1) * raw + 3 * hre
```

Q: My solver knows nothing about ψ'. What singles out its answer?

A: Nondegeneracy. Two solutions differ by a vector that K annihilates, hence by a multiple of ψ, and orthogonality to ψ makes that multiple zero. So w = u. For H₀ + tW the second and third derivatives of H vanish, leaving one term.

```lean
/-- Along an eigenbranch of `H₀ + t W`, at a `t` where the level is nondegenerate, any solution `w`
of the Sternheimer equation orthogonal to `ψ` gives `E''' = 6 ⟨w, (W - E') w⟩`. -/
theorem third_derivative_linear {H₀ W : V →L[ℂ] V}
    (h : EigenBranch a b (fun s => H₀ + (s : ℂ) • W) ψ E) (ht : t ∈ Ioo a b)
    (nondeg : ∀ x, shift (H₀ + (t : ℂ) • W) (E t) x = 0 → ∃ d : ℂ, x = d • ψ t) {w : V}
    (hw : shift (H₀ + (t : ℂ) • W) (E t) w = -shift W (D E t) (ψ t))
    (ho : ⟪ψ t, w⟫_ℂ = 0) :
    ((D (D (D E)) t : ℝ) : ℂ) = 6 * ⟪w, shift W (D E t) w⟫_ℂ := by
  have d1 : D (fun s : ℝ => H₀ + (s : ℂ) • W) = fun _ => W := by
    funext s
    simpa using (((hasDerivAt_id s).ofReal_comp.smul_const W).const_add H₀).deriv
  have d2 : D (fun _ : ℝ => W) = fun _ => 0 := by funext s; simp
  have d3 : D (fun _ : ℝ => (0 : V →L[ℂ] V)) = fun _ => 0 := by funext s; simp
  obtain ⟨f, o⟩ := response_sternheimer h ht
  have main := third_derivative h ht
  simp only [d1, d2, d3] at f main
  -- two orthogonal solutions differ by a multiple of ψ, which must vanish
  obtain ⟨d, hd⟩ := nondeg (w - response ψ t) (by rw [map_sub, hw, f, sub_self])
  have hz := congrArg (fun v => ⟪ψ t, v⟫_ℂ) hd
  simp [inner_sub_right, inner_smul_right, ho, o, inner_self_eq_norm_sq_to_K,
    h.unit t ht] at hz
  have hwu : w = response ψ t := sub_eq_zero.1 (by rw [hd, ← hz, zero_smul])
  rw [hwu]
  simpa using main
```

In your calculation W = −μ and t = F. The relation ⟨ψ, K'ψ⟩ = 0 gives E' = −⟨μ⟩, so W − E' = −(μ − ⟨μ⟩), and β = −E''' is the formula you started from. You solve (H − E)w = (μ − ⟨μ⟩)ψ with ⟨ψ, w⟩ = 0, apply μ − ⟨μ⟩ to w, take the inner product with w, and multiply by 6. For a full configuration-interaction energy in a fixed finite basis, this costs one linear solve and one further matrix–vector product. Hartree–Fock and Kohn–Sham energies need additional terms, because their effective Hamiltonian depends on the orbitals.

Q: And the molecule itself, without a basis?

A: The theorems do not cover it. Its Hamiltonian and dipole operator are unbounded. Moreover, in a uniform static field, however weak, an electron can tunnel out, so the bound state becomes a resonance and there is no branch of normalized eigenstates to follow. The complete-basis limit of β at zero field therefore needs a separate argument.

Q: Does anything with a truly changing eigenvector satisfy the assumptions of `EigenBranch`?

A: Yes, a two-level system with Hamiltonian exp t (cos 2t σ_z + sin 2t σ_x).

```lean
/-- The two-level Hamiltonian `exp t (cos 2t σ_z + sin 2t σ_x)`, in terms of `cos t`, `sin t`. -/
def twoLevel (t : ℝ) : EuclideanSpace ℂ (Fin 2) →L[ℂ] EuclideanSpace ℂ (Fin 2) :=
  ((Real.exp t * (Real.cos t ^ 2 - Real.sin t ^ 2) : ℝ) : ℂ) •
      Matrix.toEuclideanCLM (n := Fin 2) (𝕜 := ℂ) !![1, 0; 0, -1] +
    ((Real.exp t * (2 * Real.cos t * Real.sin t) : ℝ) : ℂ) •
      Matrix.toEuclideanCLM (n := Fin 2) (𝕜 := ℂ) !![0, 1; 1, 0]
```

Its state (cos t, sin t) rotates while its energy is exp t. The proof gets differentiability from smoothness of the exponential, sine and cosine, and checks Hermiticity, norm and eigenvalue equation by components, using cos² t + sin² t = 1 for the last two.

```lean
/-- The two-level Hamiltonian, the rotating state `(cos t, sin t)` and the energy `exp t`
form an eigenbranch on every interval. -/
theorem eigenBranch_witness (a b : ℝ) : EigenBranch a b twoLevel
    (fun t => ((Real.cos t : ℝ) : ℂ) • !₂[(1 : ℂ), 0] + ((Real.sin t : ℝ) : ℂ) • !₂[(0 : ℂ), 1])
    Real.exp := by
  have td : ∀ {F : Type} [NormedAddCommGroup F] [NormedSpace ℝ F] {f : ℝ → F},
      ContDiff ℝ ∞ f → ThriceDifferentiable a b f := by
    intro F _ _ f hf t _
    have h1 := contDiff_infty_iff_deriv.1 hf
    have h2 := contDiff_infty_iff_deriv.1 h1.2
    exact ⟨h1.1 t, h2.1 t, (contDiff_infty_iff_deriv.1 h2.2).1 t⟩
  have sm : ∀ {F : Type} [NormedAddCommGroup F] [NormedSpace ℂ F] {f : ℝ → ℝ} (v : F),
      ContDiff ℝ ∞ f → ContDiff ℝ ∞ (fun t => (f t : ℂ) • v) := by
    intro F _ _ f v hf
    exact (((ContinuousLinearMap.toSpanSingleton ℂ v).restrictScalars ℝ).comp
      Complex.ofRealCLM).contDiff.comp hf
  refine ⟨td ((sm _ ?_).add (sm _ ?_)), td ((sm _ Real.contDiff_cos).add
    (sm _ Real.contDiff_sin)), td Real.contDiff_exp, ?_, ?_, ?_⟩
  · exact Real.contDiff_exp.mul ((Real.contDiff_cos.pow 2).sub (Real.contDiff_sin.pow 2))
  · exact Real.contDiff_exp.mul ((contDiff_const.mul Real.contDiff_cos).mul Real.contDiff_sin)
  · intro t _ x y
    unfold twoLevel
    generalize Real.exp t * (Real.cos t ^ 2 - Real.sin t ^ 2) = p
    generalize Real.exp t * (2 * Real.cos t * Real.sin t) = q
    simp [PiLp.inner_apply, Matrix.mulVec, dotProduct, Fin.sum_univ_two]
    ring
  · intro t _
    have hcs := Real.cos_sq_add_sin_sq t
    generalize Real.cos t = c at *
    generalize Real.sin t = s at *
    simp [EuclideanSpace.norm_eq, Fin.sum_univ_two, hcs]
  · intro t _
    have hcs : ((Real.cos t : ℝ) : ℂ) ^ 2 + ((Real.sin t : ℝ) : ℂ) ^ 2 = 1 := by
      exact_mod_cast Real.cos_sq_add_sin_sq t
    unfold twoLevel
    generalize Real.cos t = c at *
    generalize Real.sin t = s at *
    generalize Real.exp t = e at *
    ext i
    fin_cases i
    · simp [Matrix.mulVec, dotProduct, Fin.sum_univ_two]
      linear_combination (e * c : ℂ) * hcs
    · simp [Matrix.mulVec, dotProduct, Fin.sum_univ_two]
      linear_combination (e * s : ℂ) * hcs

end

end ThirdEigenvalueDerivative
```

```lean
#print axioms ThirdEigenvalueDerivative.third_derivative
#print axioms ThirdEigenvalueDerivative.third_derivative_linear
```

```
'ThirdEigenvalueDerivative.third_derivative' depends on axioms: [propext, Classical.choice, Quot.sound]
'ThirdEigenvalueDerivative.third_derivative_linear' depends on axioms: [propext, Classical.choice, Quot.sound]
```
